# Without the middle Z, hopping between the outer two of three Jordan-Wigner modes is not an orbital rotation when sin θ ≠ 0

Under the Jordan-Wigner map, the hopping generator of an orbital rotation by an angle θ between the outer two of three modes carries a Z on the middle qubit. If that Z is left out and sin θ ≠ 0, the resulting operation does not send the first creation operator to a linear combination of creation operators.

```lean
import Mathlib

open Matrix
open scoped Kronecker

namespace MissingParityString

noncomputable section

/-- Operators on three qubits, each with basis state 0 (empty) and 1 (occupied). -/
abbrev Op := Matrix (Fin 2 × Fin 2 × Fin 2) (Fin 2 × Fin 2 × Fin 2) ℂ

/-- The single-site lowering matrix, which takes occupied to empty. -/
def lower : Matrix (Fin 2) (Fin 2) ℂ := !![0, 1; 0, 0]

/-- The single-site parity matrix: `1` on empty, `-1` on occupied. -/
def pauliZ : Matrix (Fin 2) (Fin 2) ℂ := !![1, 0; 0, -1]

/-- The operator acting as `A`, `B`, `C` on the first, second and third site. -/
def tensor (A B C : Matrix (Fin 2) (Fin 2) ℂ) : Op := A ⊗ₖ (B ⊗ₖ C)

/-- The bare lowering operators, without parity strings; the sites are numbered 0, 1, 2. -/
def s : Fin 3 → Op := ![tensor lower 1 1, tensor 1 lower 1, tensor 1 1 lower]

/-- The Jordan-Wigner annihilation operators, with a parity matrix on every earlier site. -/
def a : Fin 3 → Op :=
  ![tensor lower 1 1, tensor pauliZ lower 1, tensor pauliZ pauliZ lower]

/-- The exponential of the hopping between the outer sites built from bare operators. -/
def bareRotation (θ : ℂ) : Op :=
  NormedSpace.exp (θ • ((s 0)ᴴ * s 2 - (s 2)ᴴ * s 0))

/-- The exponential of the hopping between the outer modes built from fermionic operators. -/
def fermionRotation (θ : ℂ) : Op :=
  NormedSpace.exp (θ • ((a 0)ᴴ * a 2 - (a 2)ᴴ * a 0))

/-- If commutation with `G` takes `X` to `-Y` and `Y` to `X`, then conjugation by
`exp (θ G)` rotates `X` towards `-Y` by the angle `θ`. -/
theorem exp_conj_rotation {n : Type*} [Fintype n] [DecidableEq n]
    (G X Y : Matrix n n ℂ) (hX : G * X - X * G = -Y) (hY : G * Y - Y * G = X) (θ : ℂ) :
    NormedSpace.exp (θ • G) * X * (NormedSpace.exp (θ • G))⁻¹
      = Complex.cos θ • X - Complex.sin θ • Y := by
  -- the rotating operator solves the Heisenberg equation
  have key : ∀ t : ℂ, (-Complex.sin t) • X - Complex.cos t • Y
      = G * (Complex.cos t • X - Complex.sin t • Y)
        - (Complex.cos t • X - Complex.sin t • Y) * G := by
    intro t
    simp only [mul_sub, sub_mul, mul_smul_comm, smul_mul_assoc]
    linear_combination (norm := module) (-Complex.cos t) • hX + Complex.sin t • hY
  have alg : ∀ E E' C C' : Matrix n n ℂ, C' = G * C - C * G →
      (E * (-G) * C + E * C') * E' + E * C * (G * E') = 0 := by
    intro E E' C C' h
    rw [h]
    noncomm_ring
  -- so the back-rotated operator is constant
  have hconst : NormedSpace.exp (θ • (-G)) * (Complex.cos θ • X - Complex.sin θ • Y)
      * NormedSpace.exp (θ • G) = X := by
    let : NormedRing (Matrix n n ℂ) := Matrix.linftyOpNormedRing
    let : NormedAlgebra ℂ (Matrix n n ℂ) := Matrix.linftyOpNormedAlgebra
    let F : ℂ → Matrix n n ℂ := fun t => NormedSpace.exp (t • (-G))
      * (Complex.cos t • X - Complex.sin t • Y) * NormedSpace.exp (t • G)
    have hF : ∀ t, HasDerivAt F 0 t := by
      intro t
      have h1 : HasDerivAt (fun u : ℂ => NormedSpace.exp (u • (-G)))
          (NormedSpace.exp (t • (-G)) * (-G)) t := hasDerivAt_exp_smul_const _ _
      have h2 : HasDerivAt (fun u : ℂ => NormedSpace.exp (u • G))
          (G * NormedSpace.exp (t • G)) t := hasDerivAt_exp_smul_const' _ _
      have h3 : HasDerivAt (fun u : ℂ => Complex.cos u • X - Complex.sin u • Y)
          ((-Complex.sin t) • X - Complex.cos t • Y) t :=
        ((Complex.hasDerivAt_cos t).smul_const X).fun_sub
          ((Complex.hasDerivAt_sin t).smul_const Y)
      exact ((h1.fun_mul h3).fun_mul h2).congr_deriv (alg _ _ _ _ (key t))
    have h0 : F θ = F 0 := is_const_of_deriv_eq_zero
      (fun t => (hF t).differentiableAt) (fun t => (hF t).deriv) θ 0
    have h00 : F 0 = X := by simp [F]
    exact h0.trans h00
  rw [smul_neg, Matrix.exp_neg] at hconst
  have hE : NormedSpace.exp (θ • G) * (NormedSpace.exp (θ • G))⁻¹ = 1 :=
    Matrix.mul_nonsing_inv _ ((Matrix.isUnit_iff_isUnit_det _).mp (Matrix.isUnit_exp _))
  generalize NormedSpace.exp (θ • G) = E at hconst hE ⊢
  generalize Complex.cos θ • X - Complex.sin θ • Y = C at hconst ⊢
  calc E * X * E⁻¹ = E * (E⁻¹ * C * E) * E⁻¹ := by rw [hconst]
    _ = (E * E⁻¹) * C * (E * E⁻¹) := by simp only [mul_assoc]
    _ = C := by rw [hE, one_mul, mul_one]

/-- Products of three-site operators are taken site by site. -/
theorem tensor_mul (A B C A' B' C' : Matrix (Fin 2) (Fin 2) ℂ) :
    tensor A B C * tensor A' B' C' = tensor (A * A') (B * B') (C * C') := by
  simp only [tensor, Matrix.mul_kronecker_mul]

/-- Adjoints of three-site operators are taken site by site. -/
theorem tensor_conjTranspose (A B C : Matrix (Fin 2) (Fin 2) ℂ) :
    (tensor A B C)ᴴ = tensor Aᴴ Bᴴ Cᴴ := by
  simp only [tensor, Matrix.conjTranspose_kronecker]

/-- The parity matrix is Hermitian, squares to one, and is absorbed to the right of the
raising matrix and to the left of the lowering matrix. -/
theorem pauliZ_rules : pauliZᴴ = pauliZ ∧ pauliZ * pauliZ = 1 ∧
    lowerᴴ * pauliZ = lowerᴴ ∧ pauliZ * lower = lower := by
  refine ⟨?_, ?_, ?_, ?_⟩ <;> ext i j <;> fin_cases i <;> fin_cases j <;>
    simp [pauliZ, lower, Matrix.mul_apply, Fin.sum_univ_two]

/-- Hopping between the outer sites, with any middle-site factor `M` that squares to one, generates
a rotation of the first creation operator towards the product of a parity matrix on the first site,
`M` on the middle site and the raising matrix on the third. -/
theorem hop_rotation (M : Matrix (Fin 2) (Fin 2) ℂ) (hM : M * M = 1) (θ : ℂ) :
    NormedSpace.exp (θ • (tensor lowerᴴ M lower - tensor lower M lowerᴴ))
        * tensor lowerᴴ 1 1
        * (NormedSpace.exp (θ • (tensor lowerᴴ M lower - tensor lower M lowerᴴ)))⁻¹
      = Complex.cos θ • tensor lowerᴴ 1 1 - Complex.sin θ • tensor pauliZ M lowerᴴ := by
  have hl : lowerᴴ = !![0, 0; 1, 0] := by
    ext i j
    fin_cases i <;> fin_cases j <;> simp [lower]
  have happ : ∀ (A B C : Matrix (Fin 2) (Fin 2) ℂ) (i j k i' j' k' : Fin 2),
      tensor A B C (i, j, k) (i', j', k') = A i i' * (B j j' * C k k') := by
    intros
    rfl
  -- both commutators are checked entry by entry on the outer sites
  refine exp_conj_rotation _ _ _ ?_ ?_ θ <;>
    simp only [sub_mul, mul_sub, tensor_mul, hM, one_mul, mul_one] <;>
    ext ⟨i, j, k⟩ ⟨i', j', k'⟩ <;>
    simp only [Matrix.sub_apply, Matrix.neg_apply, happ, hl, Matrix.mul_apply,
      Fin.sum_univ_two] <;>
    fin_cases i <;> fin_cases i' <;> fin_cases k <;> fin_cases k' <;>
    simp [lower, pauliZ]

/-- The parity of the middle site cancels the middle factor of the string in the third
creation operator. -/
theorem middle_parity_mul :
    tensor 1 pauliZ 1 * (a 2)ᴴ = tensor pauliZ 1 lowerᴴ := by
  obtain ⟨h1, h2, -, -⟩ := pauliZ_rules
  simp [a, tensor_conjTranspose, tensor_mul, h1, h2]

/-- The bare rotation takes the first creation operator to a combination of itself and the
third creation operator multiplied by the parity of the middle site. -/
theorem bareRotation_conj (θ : ℂ) :
    bareRotation θ * (a 0)ᴴ * (bareRotation θ)⁻¹
      = Complex.cos θ • (a 0)ᴴ - Complex.sin θ • (tensor 1 pauliZ 1 * (a 2)ᴴ) := by
  have hG : (s 0)ᴴ * s 2 - (s 2)ᴴ * s 0
      = tensor lowerᴴ 1 lower - tensor lower 1 lowerᴴ := by
    simp [s, tensor_conjTranspose, tensor_mul]
  have ha : (a 0)ᴴ = tensor lowerᴴ 1 1 := by simp [a, tensor_conjTranspose]
  rw [middle_parity_mul, bareRotation, hG, ha]
  exact hop_rotation 1 (one_mul 1) θ

/-- With the parity strings kept, the rotation takes the first creation operator to a
linear combination of the first and third creation operators. -/
theorem fermionRotation_conj (θ : ℂ) :
    fermionRotation θ * (a 0)ᴴ * (fermionRotation θ)⁻¹
      = Complex.cos θ • (a 0)ᴴ - Complex.sin θ • (a 2)ᴴ := by
  obtain ⟨h1, h2, h3, h4⟩ := pauliZ_rules
  have hG : (a 0)ᴴ * a 2 - (a 2)ᴴ * a 0
      = tensor lowerᴴ pauliZ lower - tensor lower pauliZ lowerᴴ := by
    simp [a, tensor_conjTranspose, tensor_mul, h1, h3, h4]
  have ha : (a 0)ᴴ = tensor lowerᴴ 1 1 := by simp [a, tensor_conjTranspose]
  have hb : (a 2)ᴴ = tensor pauliZ pauliZ lowerᴴ := by
    simp [a, tensor_conjTranspose, h1]
  rw [fermionRotation, hG, ha, hb]
  exact hop_rotation pauliZ h2 θ

/-- If `sin θ ≠ 0`, the bare rotation does not take the first creation operator to any linear
combination of the three creation and three annihilation operators. -/
theorem bareRotation_not_bogoliubov (θ : ℂ) (hθ : Complex.sin θ ≠ 0) (c d : Fin 3 → ℂ) :
    bareRotation θ * (a 0)ᴴ * (bareRotation θ)⁻¹ ≠ ∑ j, (c j • (a j)ᴴ + d j • a j) := by
  intro h
  rw [bareRotation_conj, middle_parity_mul] at h
  -- create a particle on the last site, with the middle site empty
  have h1 : -Complex.sin θ = c 2 := by
    simpa [Fin.sum_univ_three, a, tensor, lower, pauliZ] using
      congrFun (congrFun h (0, 0, 1)) (0, 0, 0)
  -- the same with the middle site occupied
  have h2 : -Complex.sin θ = -c 2 := by
    simpa [Fin.sum_univ_three, a, tensor, lower, pauliZ] using
      congrFun (congrFun h (0, 1, 1)) (0, 1, 0)
  exact hθ (by linear_combination (-1 / 2 : ℂ) * h1 + (-1 / 2 : ℂ) * h2)

/-- If `sin θ ≠ 0`, the rotation built without parity strings does not take the first
creation operator to any linear combination of the three creation operators. -/
theorem bareRotation_not_linear (θ : ℂ) (hθ : Complex.sin θ ≠ 0) (c : Fin 3 → ℂ) :
    bareRotation θ * (a 0)ᴴ * (bareRotation θ)⁻¹ ≠ ∑ j, c j • (a j)ᴴ := by
  simpa using bareRotation_not_bogoliubov θ hθ c 0

end

end MissingParityString
```

```lean
#print axioms MissingParityString.fermionRotation_conj
#print axioms MissingParityString.bareRotation_not_linear
```

```
'MissingParityString.fermionRotation_conj' depends on axioms: [propext, Classical.choice, Quot.sound]
'MissingParityString.bareRotation_not_linear' depends on axioms: [propext, Classical.choice, Quot.sound]
```

## Two rotations that differ by one Z

An orbital rotation mixes creation operators linearly, and therefore takes Slater determinants to Slater determinants. The question is whether a rotation built from single-qubit lowering matrices still mixes the creation operators linearly when an orbital lies between the two being mixed.

Number the modes 0, 1, 2, as Lean does. On each site, basis state 0 is empty and 1 is occupied. Let σ = |0⟩⟨1|, which is `lower` in the file, and Z = diag(1, −1), which is `pauliZ`. The name `lower` refers to occupation; with |0⟩ read as spin up, the same matrix raises the spin. The bare operators `s j` have σ on site j and identities elsewhere. The fermionic ones, `a j`, carry a Z on every earlier site:

a₀ = σ⊗1⊗1,  a₁ = Z⊗σ⊗1,  a₂ = Z⊗Z⊗σ.

The dagger is the conjugate transpose, written `ᴴ`. The two rotations are matrix exponentials:

`bareRotation θ`: V = exp(θ(s₀†s₂ − s₂†s₀))

`fermionRotation θ`: W = exp(θ(a₀†a₂ − a₂†a₀))

The angle θ may be complex; for real θ both are unitary.

## What the theorems say

`bareRotation_not_linear` says that if sin θ ≠ 0, then for every choice of complex coefficients c₀, c₁, c₂,

V a₀† V⁻¹ ≠ c₀a₀† + c₁a₁† + c₂a₂†.

`bareRotation_not_bogoliubov` is stronger: the inequality persists when arbitrary multiples of a₀, a₁, a₂ are added on the right. Despite its name, it does not require the coefficients to preserve the anticommutation relations, so it excludes more than Bogoliubov transformations. The condition on θ is needed, because at sin θ = 0 the result is ±a₀†, which is linear.

By contrast, `fermionRotation_conj` gives W a₀† W⁻¹ = cos θ a₀† − sin θ a₂†.

So, as an operator on the whole three-mode register, the bare gate cannot replace the orbital rotation at such angles. On restricted inputs it can: with the middle site empty the two generators agree, and with it occupied they differ by a sign, so V then acts as the fermionic rotation by −θ. In three modes every state of definite particle number is a Slater determinant, so the failure does not show up as a determinant being taken to a state of another kind. The theorems concern the exact matrix V; that a given circuit implements V has to be established separately. Longer registers, with more modes between the two ends, are not treated.

## The rotation from two commutators

Both cases follow from one calculation. Let M be a 2×2 matrix with M² = 1, and set

G = σ†⊗M⊗σ − σ⊗M⊗σ†,  X = σ†⊗1⊗1,  Y = Z⊗M⊗σ†.

Since σ†σ† = 0, only the second term of G contributes to the commutator with X:

[G, X] = −(σσ† − σ†σ)⊗M⊗σ† = −Z⊗M⊗σ† = −Y.

In [G, Y] only the first term contributes. With σ†Z = σ† and Zσ† = −σ†,

[G, Y] = σ†⊗M²⊗σσ† + σ†⊗M²⊗σ†σ = σ†⊗1⊗1 = X.

Now let C(t) = cos t X − sin t Y. Its derivative is

C′(t) = −sin t X − cos t Y = [G, C(t)].

The back-rotated operator F(t) = exp(−tG) C(t) exp(tG) therefore satisfies

F′(t) = exp(−tG)(C′(t) − [G, C(t)])exp(tG) = 0.

So F(θ) = F(0) = X, and undoing the back-rotation gives

exp(θG) X exp(θG)⁻¹ = cos θ X − sin θ Y.

In Lean, `exp_conj_rotation` proves this last formula for any matrices with the two commutators. Its step `key` is the equation for C′, `alg` cancels the terms in F′, and `hconst` concludes that F is constant. `hop_rotation` supplies the commutators: `tensor_mul` multiplies site by site, and `fin_cases` checks the entries on the outer sites while M stays general.

## The Z that remains

For the bare rotation M = 1, and Y = Z⊗1⊗σ†. Since a₂† = Z⊗Z⊗σ†, multiplying it by Z₁ = 1⊗Z⊗1 cancels the middle Z, which is `middle_parity_mul`. Hence `bareRotation_conj`:

V a₀† V⁻¹ = cos θ a₀† − sin θ Z₁a₂†.

For the fermionic rotation, σ†Z = σ† and Zσ = σ remove the Z on site 0 from the generator, leaving

a₀†a₂ − a₂†a₀ = σ†⊗Z⊗σ − σ⊗Z⊗σ†.

This is the case M = Z, where Y = a₂†. The single-site identities are collected in `pauliZ_rules`.

It is easy to write the bare result as cos θ s₀† − sin θ s₂†, by analogy with fermions. That loses the Z on site 0, which comes from σσ† − σ†σ = Z: bare operators on different sites commute, and the string on site 0 appears through the commutator. Only the middle Z is missing.

## Two matrix elements that disagree

Suppose that V a₀† V⁻¹ were Σⱼ (cⱼaⱼ† + dⱼaⱼ). Compare the amplitudes for creating a particle on site 2, first with the middle site empty and then with it occupied:

⟨001| · |000⟩:  −sin θ = c₂

⟨011| · |010⟩:  −sin θ = −c₂

No other term contributes, since each of them changes the occupation of another site or removes a particle from site 2. Adding the equations gives sin θ = 0, a contradiction.

The proof of `bareRotation_not_bogoliubov` reads off these same entries with `congrFun` and combines them with `linear_combination`. Setting all dⱼ = 0 then gives `bareRotation_not_linear`.
